# CHSH monogamy: tests of one party's two settings against two separate partners have absolute values summing to at most 4

Alice shares a quantum state with Bob and with Charlie, and runs a CHSH test with each. If she holds one half of a Bell pair with Bob and one half of another with Charlie, she can violate the CHSH inequality in both tests by measuring a different qubit for each. Suppose instead that she must use the same two measurements in both tests. How large can the two CHSH values then be together?

For two-valued observables on three finite-dimensional tensor factors, the answer is

|⟨CHSH(A,B)⟩| + |⟨CHSH(A,C)⟩| ≤ 4.

Local hidden-variable models obey |⟨CHSH⟩| ≤ 2 in each test, so a violation with Bob rules out one with Charlie. In device-independent cryptography, within this finite-dimensional model with shared settings, Alice and Bob's violation thus limits the CHSH value an eavesdropper can reach with Alice.

## States, settings and CHSH values

The finite index sets α, β and γ label basis states of Alice, Bob and Charlie; n labels those of any finite-dimensional space.

In Lean 4 with Mathlib:

```lean
import Mathlib

open Matrix
open scoped Kronecker ComplexOrder

namespace CHSHMonogamy

noncomputable section

variable {n α β γ : Type*} [Fintype n] [DecidableEq n] [Fintype α] [DecidableEq α]
  [Fintype β] [DecidableEq β] [Fintype γ] [DecidableEq γ]
```

A state is a matrix ρ ≥ 0 with Tr ρ = 1, pure or mixed.

```lean
/-- A density matrix: positive semidefinite with unit trace. -/
structure IsDensity (ρ : Matrix n n ℂ) : Prop where
  pos : ρ.PosSemidef
  trace_one : ρ.trace = 1
```

A measurement with outcomes ±1 is a matrix M with M† = M and M² = 1. Constant outcomes, M = ±1, are allowed. Unsharp two-outcome measurements are not directly covered.

```lean
/-- A two-valued observable: a Hermitian matrix that squares to the identity. -/
structure IsTwoValued (M : Matrix n n ℂ) : Prop where
  herm : M.IsHermitian
  sq : M * M = 1
```

The expectation value is ⟨S⟩ = Re Tr(ρS).

```lean
/-- The expectation value of `S` in the state `ρ`, the real part of `Tr (ρ S)`. -/
def expect (ρ S : Matrix n n ℂ) : ℝ := (ρ * S).trace.re
```

With settings numbered 0 and 1, the CHSH operator is

CHSH(A,B) = A₀B₀ + A₀B₁ + A₁B₀ − A₁B₁.

The minus sign sits on the pair (1,1) in both tests.

```lean
/-- The CHSH operator of two settings `A 0, A 1` and two settings `B 0, B 1`. -/
def chsh (A B : Fin 2 → Matrix n n ℂ) : Matrix n n ℂ :=
  A 0 * B 0 + A 0 * B 1 + A 1 * B 0 - A 1 * B 1
```

On the joint space, Alice's observable M acts as M ⊗ 1 ⊗ 1.

```lean
/-- An operator of the first party, acting on the tripartite space. -/
def onA (M : Matrix α α ℂ) : Matrix (α × β × γ) (α × β × γ) ℂ :=
  M ⊗ₖ (1 : Matrix (β × γ) (β × γ) ℂ)
```

Bob's acts as 1 ⊗ M ⊗ 1.

```lean
/-- An operator of the second party, acting on the tripartite space. -/
def onB (M : Matrix β β ℂ) : Matrix (α × β × γ) (α × β × γ) ℂ :=
  (1 : Matrix α α ℂ) ⊗ₖ (M ⊗ₖ (1 : Matrix γ γ ℂ))
```

Charlie's acts as 1 ⊗ 1 ⊗ M.

```lean
/-- An operator of the third party, acting on the tripartite space. -/
def onC (M : Matrix γ γ ℂ) : Matrix (α × β × γ) (α × β × γ) ℂ :=
  (1 : Matrix α α ℂ) ⊗ₖ ((1 : Matrix β β ℂ) ⊗ₖ M)
```

Taking the real part loses nothing for a Hermitian S, since

Tr(ρS)* = Tr((ρS)†) = Tr(Sρ) = Tr(ρS).

The CHSH operator is Hermitian when the two parties' observables commute, so this applies to it.

```lean
omit [DecidableEq n] in
/-- For a Hermitian operator the trace `Tr (ρ S)` is real and equals the expectation value. -/
theorem expect_eq_trace {ρ S : Matrix n n ℂ} (hρ : IsDensity ρ) (hS : S.IsHermitian) :
    (expect ρ S : ℂ) = (ρ * S).trace := by
  have h : star (ρ * S).trace = (ρ * S).trace := by
    rw [← Matrix.trace_conjTranspose, Matrix.conjTranspose_mul, hS.eq, hρ.pos.1.eq]
    exact Matrix.trace_mul_comm _ _
  exact Complex.conj_eq_iff_re.mp h
```

## A Bell inequality from a square

For Hermitian M, the matrix MρM is positive semidefinite, and cyclicity of the trace gives

⟨M²⟩ = Tr(ρM²) = Tr(MρM) ≥ 0.

```lean
omit [DecidableEq n] in
/-- The square of a Hermitian operator has a nonnegative expectation value. -/
theorem expect_sq_nonneg {ρ M : Matrix n n ℂ} (hρ : IsDensity ρ) (hM : M.IsHermitian) :
    0 ≤ expect ρ (M * M) := by
  have h := (hρ.pos.mul_mul_conjTranspose_same M).trace_nonneg
  rw [hM.eq, Matrix.mul_assoc, Matrix.trace_mul_comm, Matrix.mul_assoc] at h
  exact (Complex.le_def.mp h).1
```

Let P, X and Y be two-valued and mutually commuting, and put

M = 1 + XY − PX − PY.

Each of the four terms squares to 1. The cross terms reduce through

(XY)(PX) = PY, (XY)(PY) = PX, (PX)(PY) = XY.

Therefore

M² = 4 + 4XY − 4PX − 4PY = 4M.

It follows that 4⟨M⟩ = ⟨M²⟩ ≥ 0, or

⟨PX⟩ + ⟨PY⟩ ≤ 1 + ⟨XY⟩.

```lean
/-- Bell inequality for three commuting two-valued observables:
`⟨PX⟩ + ⟨PY⟩ ≤ 1 + ⟨XY⟩`. -/
theorem bell_three {ρ P X Y : Matrix n n ℂ} (hρ : IsDensity ρ) (hP : IsTwoValued P)
    (hX : IsTwoValued X) (hY : IsTwoValued Y) (hPX : Commute P X) (hPY : Commute P Y)
    (hXY : Commute X Y) :
    expect ρ (P * X) + expect ρ (P * Y) ≤ 1 + expect ρ (X * Y) := by
  have xp : X * P = P * X := hPX.eq.symm
  have yp : Y * P = P * Y := hPY.eq.symm
  have yx : Y * X = X * Y := hXY.eq.symm
  have xp' : ∀ Z, X * (P * Z) = P * (X * Z) := fun Z => by
    rw [← mul_assoc, xp, mul_assoc]
  have yp' : ∀ Z, Y * (P * Z) = P * (Y * Z) := fun Z => by
    rw [← mul_assoc, yp, mul_assoc]
  have yx' : ∀ Z, Y * (X * Z) = X * (Y * Z) := fun Z => by
    rw [← mul_assoc, yx, mul_assoc]
  have pp' : ∀ Z, P * (P * Z) = Z := fun Z => by rw [← mul_assoc, hP.sq, one_mul]
  have xx' : ∀ Z, X * (X * Z) = Z := fun Z => by rw [← mul_assoc, hX.sq, one_mul]
  -- the operator M = 1 + XY - PX - PY is Hermitian and satisfies M² = 4M
  have hM : (1 + X * Y - P * X - P * Y).IsHermitian := by
    change (1 + X * Y - P * X - P * Y)ᴴ = _
    simp only [Matrix.conjTranspose_sub, Matrix.conjTranspose_add, Matrix.conjTranspose_one,
      Matrix.conjTranspose_mul, hP.herm.eq, hX.herm.eq, hY.herm.eq, xp, yp, yx]
  have hsq : (1 + X * Y - P * X - P * Y) * (1 + X * Y - P * X - P * Y)
      = (1 + X * Y - P * X - P * Y) + (1 + X * Y - P * X - P * Y)
        + (1 + X * Y - P * X - P * Y) + (1 + X * Y - P * X - P * Y) := by
    simp only [mul_add, add_mul, mul_sub, sub_mul, one_mul, mul_one, mul_assoc,
      xp, yx, xp', yp', yx', pp', xx', hP.sq, hX.sq, hY.sq]
    abel
  have h := expect_sq_nonneg hρ hM
  rw [hsq] at h
  simp only [expect, Matrix.mul_add, Matrix.mul_sub, Matrix.mul_one, Matrix.trace_add,
    Matrix.trace_sub, Complex.add_re, Complex.sub_re, hρ.trace_one, Complex.one_re] at h ⊢
  linarith
```

In `bell_three`, the auxiliary equations put every product in the order P, X, Y and cancel repeated factors. `hsq` is M² = 4M, with 4M written as a sum of four copies. The last lines expand the trace, use Tr ρ = 1 and divide by 4.

## One commuting pair suffices for the bound 2

Let P, Q, X and Y be two-valued observables. Let P and Q each commute with X and Y, and let X and Y commute with each other; P and Q need not commute. The inequality above, applied to (P, X, Y) and to (Q, X, −Y), gives

⟨PX⟩ + ⟨PY⟩ ≤ 1 + ⟨XY⟩,

⟨QX⟩ − ⟨QY⟩ ≤ 1 − ⟨XY⟩.

Adding them removes ⟨XY⟩:

⟨PX + PY + QX − QY⟩ ≤ 2.

```lean
/-- The CHSH value is at most 2 when the two observables `X, Y` on one side commute, and each
commutes with `P` and `Q` on the other side; `P` and `Q` need not commute. -/
theorem chsh_le_two_of_commute {ρ P Q X Y : Matrix n n ℂ} (hρ : IsDensity ρ)
    (hP : IsTwoValued P) (hQ : IsTwoValued Q) (hX : IsTwoValued X) (hY : IsTwoValued Y)
    (hPX : Commute P X) (hPY : Commute P Y) (hQX : Commute Q X) (hQY : Commute Q Y)
    (hXY : Commute X Y) : expect ρ (chsh ![P, Q] ![X, Y]) ≤ 2 := by
  have hY' : IsTwoValued (-Y) := ⟨hY.herm.neg, by rw [neg_mul_neg, hY.sq]⟩
  have h1 := bell_three hρ hP hX hY hPX hPY hXY
  have h2 := bell_three hρ hQ hX hY' hQX hQY.neg_right hXY.neg_right
  have e : chsh ![P, Q] ![X, Y] = P * X + P * Y + Q * X - Q * Y := rfl
  rw [e]
  simp only [expect, Matrix.mul_add, Matrix.mul_sub, mul_neg, Matrix.trace_add,
    Matrix.trace_sub, Matrix.trace_neg, Complex.add_re, Complex.sub_re,
    Complex.neg_re] at h1 h2 ⊢
  linarith
```

Here `h1` and `h2` are the two inequalities, and `linarith` adds them.

## Exchanging Bob's and Charlie's second settings

Bob's two observables need not commute with each other, nor need Charlie's, but each of Bob's commutes with each of Charlie's. The eight terms of the two tests can therefore be regrouped into mixed pairs:

CHSH(A,B) + CHSH(A,C)
= (A₀B₀ + A₀C₁ + A₁B₀ − A₁C₁)
+ (A₀C₀ + A₀B₁ + A₁C₀ − A₁B₁).

The first bracket is a CHSH expression with the commuting pair (B₀, C₁), the second with (C₀, B₁). Each has expectation at most 2, so the sum is at most 4. This step needs Alice's settings to be the same in both tests.

Replacing Bob's observables by their negatives, which relabels his outcomes, reverses the sign of ⟨CHSH(A,B)⟩ alone; the same holds for Charlie. Hence

±⟨CHSH(A,B)⟩ ± ⟨CHSH(A,C)⟩ ≤ 4

for all four choices of sign, and one of them is the sum of absolute values.

```lean
/-- CHSH monogamy for three mutually commuting parties:
`|⟨CHSH(A,B)⟩| + |⟨CHSH(A,C)⟩| ≤ 4`. -/
theorem chsh_monogamy_commuting {ρ : Matrix n n ℂ} {A B C : Fin 2 → Matrix n n ℂ}
    (hρ : IsDensity ρ) (hA : ∀ i, IsTwoValued (A i)) (hB : ∀ i, IsTwoValued (B i))
    (hC : ∀ i, IsTwoValued (C i)) (hAB : ∀ i j, Commute (A i) (B j))
    (hAC : ∀ i j, Commute (A i) (C j)) (hBC : ∀ i j, Commute (B i) (C j)) :
    |expect ρ (chsh A B)| + |expect ρ (chsh A C)| ≤ 4 := by
  -- regroup the sum into CHSH expressions with the commuting pairs (B 0, C 1) and (C 0, B 1)
  have key : ∀ B C : Fin 2 → Matrix n n ℂ, (∀ i, IsTwoValued (B i)) →
      (∀ i, IsTwoValued (C i)) → (∀ i j, Commute (A i) (B j)) →
      (∀ i j, Commute (A i) (C j)) → (∀ i j, Commute (B i) (C j)) →
      expect ρ (chsh A B) + expect ρ (chsh A C) ≤ 4 := by
    intro B C hB hC hAB hAC hBC
    have h1 := chsh_le_two_of_commute hρ (hA 0) (hA 1) (hB 0) (hC 1)
      (hAB 0 0) (hAC 0 1) (hAB 1 0) (hAC 1 1) (hBC 0 1)
    have h2 := chsh_le_two_of_commute hρ (hA 0) (hA 1) (hC 0) (hB 1)
      (hAC 0 0) (hAB 0 1) (hAC 1 0) (hAB 1 1) (hBC 1 0).symm
    have e : ∀ P Q X Y : Matrix n n ℂ,
        chsh ![P, Q] ![X, Y] = P * X + P * Y + Q * X - Q * Y := fun _ _ _ _ => rfl
    rw [e] at h1 h2
    simp only [expect, chsh, Matrix.mul_add, Matrix.mul_sub, Matrix.trace_add,
      Matrix.trace_sub, Complex.add_re, Complex.sub_re] at h1 h2 ⊢
    linarith
  have flip : ∀ D : Fin 2 → Matrix n n ℂ,
      expect ρ (chsh A (fun i => -D i)) = -expect ρ (chsh A D) := by
    intro D
    have e : chsh A (fun i => -D i) = -chsh A D := by
      simp only [chsh, mul_neg]
      abel
    rw [e]
    simp only [expect, mul_neg, Matrix.trace_neg, Complex.neg_re]
  have neg : ∀ D : Fin 2 → Matrix n n ℂ, (∀ i, IsTwoValued (D i)) →
      ∀ i, IsTwoValued (-D i) :=
    fun D hD i => ⟨(hD i).herm.neg, by rw [neg_mul_neg, (hD i).sq]⟩
  -- reversing the outcomes of B or C supplies the other signs
  have h1 := key B C hB hC hAB hAC hBC
  have h2 := key (fun i => -B i) C (neg B hB) hC (fun i j => (hAB i j).neg_right) hAC
    (fun i j => (hBC i j).neg_left)
  have h3 := key B (fun i => -C i) hB (neg C hC) hAB (fun i j => (hAC i j).neg_right)
    (fun i j => (hBC i j).neg_right)
  have h4 := key (fun i => -B i) (fun i => -C i) (neg B hB) (neg C hC)
    (fun i j => (hAB i j).neg_right) (fun i j => (hAC i j).neg_right)
    (fun i j => (hBC i j).neg_left.neg_right)
  rw [flip] at h2 h3
  rw [flip, flip] at h4
  rcases abs_cases (expect ρ (chsh A B)) with ⟨h, _⟩ | ⟨h, _⟩ <;>
    rcases abs_cases (expect ρ (chsh A C)) with ⟨h', _⟩ | ⟨h', _⟩ <;> linarith
```

This version places all operators on one space. It assumes that the observables are two-valued and that those of different parties commute, which expresses that they can be measured jointly. `key` is the regrouping, `flip` the sign reversal, and `h1` to `h4` the four inequalities. `abs_cases` splits the proof by the signs of the two CHSH values, and `linarith` closes each case from these inequalities.

## From commuting operators to three laboratories

For local observables the commutation follows from the tensor product. First, two-valuedness survives it:

(M ⊗ N)† = M† ⊗ N† = M ⊗ N, (M ⊗ N)² = M² ⊗ N² = 1.

```lean
/-- The Kronecker product of two-valued observables is a two-valued observable. -/
theorem IsTwoValued.kronecker {M : Matrix α α ℂ} {N : Matrix β β ℂ}
    (hM : IsTwoValued M) (hN : IsTwoValued N) : IsTwoValued (M ⊗ₖ N) := by
  refine ⟨?_, ?_⟩
  · change (M ⊗ₖ N)ᴴ = _
    rw [Matrix.conjTranspose_kronecker, hM.herm.eq, hN.herm.eq]
  · rw [← Matrix.mul_kronecker_mul, hM.sq, hN.sq, Matrix.one_kronecker_one]
```

The identity is itself two-valued, so the embedded observables are too. Operators on different factors commute, for example

(A ⊗ 1)(1 ⊗ B) = A ⊗ B = (1 ⊗ B)(A ⊗ 1).

The commuting-operator bound then applies to every density matrix on the three factors and every choice of two two-valued settings per party.

```lean
/-- CHSH monogamy: in every tripartite state, with the same settings of the first party,
the absolute CHSH values of the pairs AB and AC sum to at most 4. -/
theorem chsh_monogamy {ρ : Matrix (α × β × γ) (α × β × γ) ℂ} {A : Fin 2 → Matrix α α ℂ}
    {B : Fin 2 → Matrix β β ℂ} {C : Fin 2 → Matrix γ γ ℂ} (hρ : IsDensity ρ)
    (hA : ∀ i, IsTwoValued (A i)) (hB : ∀ i, IsTwoValued (B i))
    (hC : ∀ i, IsTwoValued (C i)) :
    |expect ρ (chsh (fun i => onA (A i)) (fun i => onB (B i)))|
      + |expect ρ (chsh (fun i => onA (A i)) (fun i => onC (C i)))| ≤ 4 := by
  have one_a : IsTwoValued (1 : Matrix α α ℂ) := ⟨Matrix.isHermitian_one, one_mul 1⟩
  have one_b : IsTwoValued (1 : Matrix β β ℂ) := ⟨Matrix.isHermitian_one, one_mul 1⟩
  have one_c : IsTwoValued (1 : Matrix γ γ ℂ) := ⟨Matrix.isHermitian_one, one_mul 1⟩
  have one_bc : IsTwoValued (1 : Matrix (β × γ) (β × γ) ℂ) :=
    ⟨Matrix.isHermitian_one, one_mul 1⟩
  -- operators on different tensor factors commute
  refine chsh_monogamy_commuting hρ (fun i => (hA i).kronecker one_bc)
    (fun i => one_a.kronecker ((hB i).kronecker one_c))
    (fun i => one_a.kronecker (one_b.kronecker (hC i))) ?_ ?_ ?_ <;>
  · intro i j
    simp only [Commute, SemiconjBy, onA, onB, onC, ← Matrix.mul_kronecker_mul,
      Matrix.mul_one, Matrix.one_mul]
```

The theorem concerns CHSH values, not a measure of entanglement, and it does not fix which pairs of values are attainable: 4 and 0 satisfy the inequality, yet no quantum state gives a CHSH value of 4.

If |⟨CHSH(A,B)⟩| > 2, then

|⟨CHSH(A,C)⟩| ≤ 4 − |⟨CHSH(A,B)⟩| < 2.

```lean
/-- If the pair AB violates the CHSH inequality, then the pair AC, with the same settings
of the first party, satisfies it strictly. -/
theorem violation_excludes_violation {ρ : Matrix (α × β × γ) (α × β × γ) ℂ}
    {A : Fin 2 → Matrix α α ℂ} {B : Fin 2 → Matrix β β ℂ} {C : Fin 2 → Matrix γ γ ℂ}
    (hρ : IsDensity ρ) (hA : ∀ i, IsTwoValued (A i)) (hB : ∀ i, IsTwoValued (B i))
    (hC : ∀ i, IsTwoValued (C i))
    (hviol : 2 < |expect ρ (chsh (fun i => onA (A i)) (fun i => onB (B i)))|) :
    |expect ρ (chsh (fun i => onA (A i)) (fun i => onC (C i)))| < 2 := by
  linarith [chsh_monogamy hρ hA hB hC]
```

## States that reach the value 4

In the smallest case all three factors are one-dimensional. Then ρ = 1 and the observables are signs aᵢ, bⱼ, cⱼ = ±1. In

a₀(b₀ + b₁) + a₁(b₀ − b₁)

one bracket is 0 and the other ±2, so each CHSH value is ±2 and the absolute values always sum to exactly 4. This case is worked out here by hand and has no theorem of its own in the file.

An entangled example uses the Pauli matrix Z = diag(1, −1) for every setting.

```lean
/-- The Pauli matrix Z. -/
def pauliZ : Matrix (Fin 2) (Fin 2) ℂ := !![1, 0; 0, -1]
```

The state is the GHZ state (|000⟩ + |111⟩)/√2. The code starts from the vector without the factor 1/√2.

```lean
/-- The unnormalised three-qubit GHZ vector `e000 + e111`. -/
def ghzVec : Fin 2 × Fin 2 × Fin 2 → ℂ :=
  fun i => if i.1 = i.2.1 ∧ i.2.1 = i.2.2 then 1 else 0
```

The factor 1/2 in the density matrix restores the normalisation.

```lean
/-- The density matrix of the three-qubit GHZ state. -/
def ghz : Matrix (Fin 2 × Fin 2 × Fin 2) (Fin 2 × Fin 2 × Fin 2) ℂ :=
  (1 / 2 : ℂ) • Matrix.vecMulVec ghzVec (star ghzVec)
```

Any two of the three qubits give equal Z outcomes, so ⟨Z ⊗ Z ⊗ 1⟩ = ⟨Z ⊗ 1 ⊗ Z⟩ = 1. Each CHSH value is

1 + 1 + 1 − 1 = 2,

and the two sum to 4. Neither test violates the CHSH inequality.

```lean
/-- In the GHZ state, with every setting equal to Pauli Z, the CHSH values of AB and AC are both 2;
the GHZ matrix is a density matrix and Pauli Z is a two-valued observable. -/
theorem ghz_saturates_witness : IsDensity ghz ∧ IsTwoValued pauliZ ∧
    expect ghz (chsh (fun _ => onA pauliZ) (fun _ => onB pauliZ)) = 2 ∧
    expect ghz (chsh (fun _ => onA pauliZ) (fun _ => onC pauliZ)) = 2 := by
  have hconst : ∀ S T : Matrix (Fin 2 × Fin 2 × Fin 2) (Fin 2 × Fin 2 × Fin 2) ℂ,
      chsh (fun _ => S) (fun _ => T) = S * T + S * T := by
    intro S T
    simp only [chsh]
    abel
  refine ⟨⟨?_, ?_⟩, ⟨?_, ?_⟩, ?_, ?_⟩
  · exact (Matrix.posSemidef_vecMulVec_self_star ghzVec).smul
      (by norm_num [Complex.le_def])
  · simp only [ghz, Matrix.trace, Matrix.diag_apply, Matrix.smul_apply,
      Matrix.vecMulVec_apply, Fintype.sum_prod_type, Fin.sum_univ_two, Pi.star_apply]
    norm_num [ghzVec]
  · ext i j
    fin_cases i <;> fin_cases j <;> simp [pauliZ]
  · ext i j
    fin_cases i <;> fin_cases j <;> simp [pauliZ, Matrix.mul_apply, Fin.sum_univ_two]
  · rw [hconst]
    simp only [onA, onB, ← Matrix.mul_kronecker_mul, Matrix.mul_one, Matrix.one_mul]
    simp only [expect, ghz, Matrix.trace, Matrix.diag_apply, Matrix.mul_apply,
      Matrix.add_apply, Matrix.smul_apply, Matrix.vecMulVec_apply, Matrix.kroneckerMap_apply,
      Fintype.sum_prod_type, Fin.sum_univ_two, Pi.star_apply]
    norm_num [ghzVec, pauliZ, Matrix.one_apply]
  · rw [hconst]
    simp only [onA, onC, ← Matrix.mul_kronecker_mul, Matrix.mul_one, Matrix.one_mul]
    simp only [expect, ghz, Matrix.trace, Matrix.diag_apply, Matrix.mul_apply,
      Matrix.add_apply, Matrix.smul_apply, Matrix.vecMulVec_apply, Matrix.kroneckerMap_apply,
      Fintype.sum_prod_type, Fin.sum_univ_two, Pi.star_apply]
    norm_num [ghzVec, pauliZ, Matrix.one_apply]

end

end CHSHMonogamy
```

`hconst` reduces the CHSH operator with equal settings to two copies of one product. The remaining steps check that the state and Z meet their definitions, and evaluate the traces entry by entry.

```lean
#print axioms CHSHMonogamy.expect_eq_trace
-- 'CHSHMonogamy.expect_eq_trace' depends on axioms: [propext, Classical.choice, Quot.sound]
#print axioms CHSHMonogamy.chsh_monogamy
-- 'CHSHMonogamy.chsh_monogamy' depends on axioms: [propext, Classical.choice, Quot.sound]
#print axioms CHSHMonogamy.violation_excludes_violation
-- 'CHSHMonogamy.violation_excludes_violation' depends on axioms: [propext, Classical.choice, Quot.sound]
```
